# The PAW occupancy matrix is bounded above by the matrix of the inverse overlap operator between the projectors when no occupation exceeds one

Suppose a projector augmented-wave (PAW) program prints the occupancy matrix formed from the projector amplitudes \(\langle p_i,\psi_k\rangle\) of the smooth orbitals, and a test rejects the run because an eigenvalue exceeds one. The test can reject a correct calculation. The smooth orbitals of PAW are normalized with an overlap operator \(S\), not with the plain inner product, and their plain norm can be larger than one. In one dimension with \(S=1/2\), the orbital \(\psi=\sqrt2\) is correctly normalized, since \(\psi^*S\psi=1\). With projector \(p=1\) and occupation \(f=1\), the occupancy is \(|\langle p,\psi\rangle|^2=2\).

The identity is therefore the wrong upper bound. The right one is built from \(S^{-1}\). Let \(S\) be a positive definite matrix on \(\mathbb C^N\), let the orbitals \(\psi_k\) satisfy \(\langle\psi_k,S\psi_l\rangle=\delta_{kl}\), let \(f_k\le 1\) be their occupations, and let \(p_i\) be any finite family of projector vectors. Define

\[
\rho_{ij}=\sum_k f_k\,\langle p_i,\psi_k\rangle\langle\psi_k,p_j\rangle,\qquad
O_{ij}=\langle p_i,S^{-1}p_j\rangle .
\]

Then \(O-\rho\) is positive semidefinite. For a finite basis and a single set of \(S\)-orthonormal orbitals, this gives a consistency check on a computed occupancy matrix.

## Bessel's inequality with an overlap operator

Collect the orbitals as the columns of a matrix \(\Psi\) and the projectors as the columns of \(P\), and let \(F\) be the diagonal matrix of the \(f_k\). Orthonormality becomes \(\Psi^\dagger S\Psi=1\). Put \(Q=\Psi\Psi^\dagger=\sum_k|\psi_k\rangle\langle\psi_k|\). Then

\[
QSQ=\Psi(\Psi^\dagger S\Psi)\Psi^\dagger=\Psi\Psi^\dagger=Q .
\]

Let \(D=S^{-1}-Q\), which is Hermitian. Expanding the product gives

\[
DSD=S^{-1}SS^{-1}-S^{-1}SQ-QSS^{-1}+QSQ=S^{-1}-Q-Q+Q=D .
\]

For every vector \(x\) it follows that \(x^\dagger Dx=(Dx)^\dagger S(Dx)\ge0\), because \(S\) is positive definite. For \(S=1\) this is the usual Bessel inequality, \(\sum_k|\langle\psi_k,x\rangle|^2\le\langle x,x\rangle\).

The occupations enter next. In matrix form \(\rho=P^\dagger\Psi F\Psi^\dagger P\) and \(O=P^\dagger S^{-1}P\), and

\[
S^{-1}-\Psi F\Psi^\dagger=D+\Psi(1-F)\Psi^\dagger .
\]

For any coefficient vector \(c\), set \(x=Pc\). Then

\[
c^\dagger(O-\rho)c=x^\dagger Dx+\sum_k(1-f_k)\,|\langle\psi_k,x\rangle|^2\ge0 .
\]

The first term is the weight of \(x\) missed by the given orbitals, and the second is the weight of the holes in them. Only \(f_k\le1\) was used, so negative occupations are allowed. Some smearing schemes produce them; the same schemes can also produce occupations above one, and there the hypothesis fails.

In one dimension with one orbital the whole argument fits on a line. If \(S=s>0\), normalization forces \(|\psi|^2=1/s\), so \(\rho=f|p|^2/s\) and \(O=|p|^2/s\). The bound reads \(f|p|^2/s\le|p|^2/s\), with equality at \(f=1\). As \(s\to0\) at fixed \(p\ne0\) and \(f>0\), the occupancy grows without limit, and the bound grows with it.

## Orbitals, projectors and occupancies as matrices

The finite type `n` labels the coordinates of the space, so \(N\) is its number of elements. The type `b` labels the orbitals and `ι` the projectors.

In Lean 4 with Mathlib:

```lean
import Mathlib

open Matrix
open scoped ComplexOrder

namespace PAWOccupancyBound

noncomputable section

variable {n b ι : Type*} [Fintype n] [DecidableEq n] [Fintype b] [DecidableEq b]
```

A family of vectors is a function `v : ι → n → ℂ`, and `cols v` is the matrix with these vectors as columns. Thus `cols ψ` is \(\Psi\) and `cols p` is \(P\).

```lean
/-- The matrix whose columns are the vectors of a given family. -/
def cols (v : ι → n → ℂ) : Matrix n ι ℂ := Matrix.of fun x i => v i x
```

The next definition states orthonormality entry by entry. The expression `star (ψ k) ⬝ᵥ (S *ᵥ ψ l)` is \(\langle\psi_k,S\psi_l\rangle\), conjugate-linear in the first argument.

```lean
/-- The orbitals are orthonormal with respect to the overlap operator `S`. -/
def SOrthonormal (S : Matrix n n ℂ) (ψ : b → n → ℂ) : Prop :=
  ∀ k l, star (ψ k) ⬝ᵥ (S *ᵥ ψ l) = if k = l then 1 else 0
```

The occupancy matrix is defined by the sum given at the start, with real occupations. It contains only projector amplitudes; shell occupancies that also include overlaps of all-electron partial waves are different matrices and are not treated here. Its index order is that of \(\langle p_i,\psi_k\rangle\langle\psi_k,p_j\rangle\). A text that writes the transpose obtains the same bound with both matrices transposed. The occupations count electrons per spin orbital; for doubly occupied spatial orbitals, \(\rho\) must be halved before the comparison.

```lean
/-- The occupancy matrix `ρ_ij = ∑ₖ fₖ ⟨p_i, ψₖ⟩ ⟨ψₖ, p_j⟩`. -/
def occupancy (p : ι → n → ℂ) (ψ : b → n → ℂ) (f : b → ℝ) : Matrix ι ι ℂ :=
  Matrix.of fun i j => ∑ k, (f k : ℂ) * (star (p i) ⬝ᵥ ψ k) * (star (ψ k) ⬝ᵥ p j)
```

The comparison matrix \(O\) is `projOverlap`.

```lean
/-- The projector overlaps `⟨p_i, S⁻¹ p_j⟩`. -/
def projOverlap (S : Matrix n n ℂ) (p : ι → n → ℂ) : Matrix ι ι ℂ :=
  Matrix.of fun i j => star (p i) ⬝ᵥ (S⁻¹ *ᵥ p j)
```

Here \(S\) is any matrix, and positive definiteness is assumed where it is needed. In PAW, \(S\) stands for \(T^\dagger T\), where \(T\) maps smooth orbitals to all-electron ones. Positive definiteness then says that no nonzero smooth orbital is mapped to zero. The specific PAW form of \(S\), with its atomic augmentation terms, is not modelled, nor is an infinite-dimensional space.

## From sums to matrix products

The first lemma identifies the entries of \(V^\dagger AV\) with the matrix elements \(\langle v_i,Av_j\rangle\).

```lean
omit [DecidableEq n] in
/-- Matrix elements of an operator between the vectors of a family, as a matrix product. -/
theorem sandwich_apply (A : Matrix n n ℂ) (v : ι → n → ℂ) (i j : ι) :
    ((cols v)ᴴ * A * cols v) i j = star (v i) ⬝ᵥ (A *ᵥ v j) := by
  rw [Matrix.mul_assoc]
  rfl
```

The second rewrites the defining sum as \(\rho=P^\dagger(\Psi F\Psi^\dagger)P\). The proof regroups the product as \((P^\dagger\Psi)F(\Psi^\dagger P)\), takes the \((i,j)\) entry and compares the two sums term by term in \(k\).

```lean
omit [DecidableEq n] in
/-- The occupancy matrix is the operator `∑ₖ fₖ |ψₖ⟩⟨ψₖ|` taken between the projectors. -/
theorem occupancy_eq (p : ι → n → ℂ) (ψ : b → n → ℂ) (f : b → ℝ) :
    occupancy p ψ f =
      (cols p)ᴴ * (cols ψ * diagonal (fun k => (f k : ℂ)) * (cols ψ)ᴴ) * cols p := by
  have h : (cols p)ᴴ * (cols ψ * diagonal (fun k => (f k : ℂ)) * (cols ψ)ᴴ) * cols p
      = ((cols p)ᴴ * cols ψ) * diagonal (fun k => (f k : ℂ)) * ((cols ψ)ᴴ * cols p) := by
    simp only [Matrix.mul_assoc]
  rw [h]
  ext i j
  rw [Matrix.mul_apply]
  simp only [occupancy, Matrix.of_apply, Matrix.mul_diagonal]
  refine Finset.sum_congr rfl fun k _ => ?_
  have h1 : ((cols p)ᴴ * cols ψ) i k = star (p i) ⬝ᵥ ψ k := rfl
  have h2 : ((cols ψ)ᴴ * cols p) k j = star (ψ k) ⬝ᵥ p j := rfl
  rw [h1, h2]
  ring
```

The corresponding identity for the comparison matrix is \(O=P^\dagger S^{-1}P\).

```lean
private theorem projOverlap_eq (S : Matrix n n ℂ) (p : ι → n → ℂ) :
    projOverlap S p = (cols p)ᴴ * S⁻¹ * cols p := by
  ext i j
  rw [sandwich_apply]
  rfl
```

Orthonormality becomes \(\Psi^\dagger S\Psi=1\), the only form in which the later proofs use it.

```lean
omit [DecidableEq n] [Fintype b] in
private theorem gram_eq_one {S : Matrix n n ℂ} {ψ : b → n → ℂ} (hψ : SOrthonormal S ψ) :
    (cols ψ)ᴴ * S * cols ψ = 1 := by
  ext k l
  rw [sandwich_apply, hψ k l, Matrix.one_apply]
```

The diagonal matrix of hole occupations \(1-f_k\) equals \(1-F\).

```lean
omit [Fintype b] in
private theorem diagonal_holes (f : b → ℝ) :
    diagonal (fun k => ((1 - f k : ℝ) : ℂ)) = 1 - diagonal (fun k => (f k : ℂ)) := by
  ext i j
  by_cases h : i = j
  · subst h
    simp
  · simp [h]
```

## Positivity by congruence

The proof turns on one fact from Mathlib: if \(A\) is positive semidefinite, then so is \(BAB^\dagger\) for every matrix \(B\) of matching size, rectangular or not. It appears as `mul_mul_conjTranspose_same`, and as `conjTranspose_mul_mul_same` for \(B^\dagger AB\). With it, no test vector \(x\) has to be introduced. A matrix is shown to be positive semidefinite by writing it as a congruence of one already known to be so.

In the next theorem \(A=S\) and \(B=D\). The local statement `alg` is the expansion of \(DSD\), written for matrices \(T\) and \(Q\) with \(TS=ST=1\) and \(QSQ=Q\). The step `hQ` supplies the last of these conditions from orthonormality, and `hD` states that \(D\) is Hermitian. The congruence fact gives positivity of \(DSD^\dagger\), and the final rewrite turns this into positivity of \(D\).

```lean
/-- Bessel's inequality for a generalized overlap: `S⁻¹ - ∑ₖ |ψₖ⟩⟨ψₖ|` is positive semidefinite for
positive definite `S` and `S`-orthonormal orbitals. -/
theorem bessel_overlap {S : Matrix n n ℂ} (hS : S.PosDef) {ψ : b → n → ℂ}
    (hψ : SOrthonormal S ψ) : (S⁻¹ - cols ψ * (cols ψ)ᴴ).PosSemidef := by
  have hu : IsUnit S.det := (Matrix.isUnit_iff_isUnit_det S).1 hS.isUnit
  have alg : ∀ T Q : Matrix n n ℂ, T * S = 1 → S * T = 1 → Q * S * Q = Q →
      (T - Q) * S * (T - Q) = T - Q := by
    intro T Q h1 h2 h3
    rw [sub_mul, h1, sub_mul, one_mul, mul_sub, mul_assoc Q S T, h2, mul_one, h3,
      sub_self, sub_zero]
  -- orthonormality makes the orbital projector idempotent with respect to S
  have hQ : cols ψ * (cols ψ)ᴴ * S * (cols ψ * (cols ψ)ᴴ) = cols ψ * (cols ψ)ᴴ := by
    calc cols ψ * (cols ψ)ᴴ * S * (cols ψ * (cols ψ)ᴴ)
        = cols ψ * ((cols ψ)ᴴ * S * cols ψ) * (cols ψ)ᴴ := by simp only [Matrix.mul_assoc]
      _ = cols ψ * (cols ψ)ᴴ := by rw [gram_eq_one hψ, Matrix.mul_one]
  have hD : (S⁻¹ - cols ψ * (cols ψ)ᴴ)ᴴ = S⁻¹ - cols ψ * (cols ψ)ᴴ := by
    rw [Matrix.conjTranspose_sub, Matrix.conjTranspose_nonsing_inv, hS.isHermitian.eq,
      Matrix.conjTranspose_mul, Matrix.conjTranspose_conjTranspose]
  -- hence the defect D equals D S D†
  have h := hS.posSemidef.mul_mul_conjTranspose_same (S⁻¹ - cols ψ * (cols ψ)ᴴ)
  rwa [hD, alg _ _ (Matrix.nonsing_inv_mul S hu) (Matrix.mul_nonsing_inv S hu) hQ] at h
```

The main theorem uses the device twice more. The hypothesis `hf` makes \(1-F\) positive semidefinite, and congruence with \(\Psi\) gives \(\Psi(1-F)\Psi^\dagger\). Adding \(D\) and applying congruence with \(P\) gives the positivity of \(P^\dagger\bigl(D+\Psi(1-F)\Psi^\dagger\bigr)P\). The equation `e` simplifies the bracket to \(S^{-1}-\Psi F\Psi^\dagger\), and the two product formulas convert the result to \(O-\rho\).

```lean
/-- For positive definite `S` and `S`-orthonormal orbitals with occupations at most one, the matrix
`⟨p_i, S⁻¹ p_j⟩ - ρ_ij` is positive semidefinite. -/
theorem occupancy_bound [Fintype ι] {S : Matrix n n ℂ} (hS : S.PosDef) {ψ : b → n → ℂ}
    (hψ : SOrthonormal S ψ) {f : b → ℝ} (hf : ∀ k, f k ≤ 1) (p : ι → n → ℂ) :
    (projOverlap S p - occupancy p ψ f).PosSemidef := by
  have hF : (diagonal (fun k => ((1 - f k : ℝ) : ℂ))).PosSemidef :=
    Matrix.posSemidef_diagonal_iff.2 fun k => Complex.zero_le_real.2 (sub_nonneg.2 (hf k))
  -- add the missing orbitals and the holes in the occupied ones
  have h := ((bessel_overlap hS hψ).add
    (hF.mul_mul_conjTranspose_same (cols ψ))).conjTranspose_mul_mul_same (cols p)
  have e : S⁻¹ - cols ψ * (cols ψ)ᴴ
      + cols ψ * diagonal (fun k => ((1 - f k : ℝ) : ℂ)) * (cols ψ)ᴴ
      = S⁻¹ - cols ψ * diagonal (fun k => (f k : ℂ)) * (cols ψ)ᴴ := by
    rw [diagonal_holes, Matrix.mul_sub, Matrix.sub_mul, Matrix.mul_one]
    abel
  rw [e, Matrix.mul_sub, Matrix.sub_mul] at h
  rwa [projOverlap_eq, occupancy_eq]
```

The conclusion `PosSemidef` means that \(O-\rho\) is Hermitian and that its quadratic form is nonnegative. The projectors may be linearly dependent, and their number is unrelated to \(N\). With no orbitals at all, \(\rho=0\), and the theorem reduces to the positivity of \(O\).

A positive semidefinite matrix has nonnegative diagonal entries, which gives a bound for each projector channel: \(\rho_{ii}\le\langle p_i,S^{-1}p_i\rangle\). The statement compares real parts because the entries have complex type.

```lean
/-- For positive definite `S` and `S`-orthonormal orbitals with occupations at most one, the real
part of `ρ_ii` is at most the real part of `⟨p_i, S⁻¹ p_i⟩`. -/
theorem channel_bound [Fintype ι] {S : Matrix n n ℂ} (hS : S.PosDef) {ψ : b → n → ℂ}
    (hψ : SOrthonormal S ψ) {f : b → ℝ} (hf : ∀ k, f k ≤ 1) (p : ι → n → ℂ) (i : ι) :
    (occupancy p ψ f i i).re ≤ (projOverlap S p i i).re := by
  have h := (occupancy_bound hS hψ hf p).diag_nonneg (i := i)
  have h2 := (Complex.le_def.1 h).1
  simp only [Matrix.sub_apply, Complex.sub_re, Complex.zero_re] at h2
  linarith
```

## Where the bound is attained, and when it fails

If there are \(N\) orbitals, \(\Psi\) is square. From \((\Psi^\dagger S)\Psi=1\) it follows that \(\Psi(\Psi^\dagger S)=1\), so \(\Psi\Psi^\dagger=S^{-1}\). With all occupations equal to one, \(\rho=P^\dagger\Psi\Psi^\dagger P=O\) for any projectors. In the formal statement both the orbitals and the coordinates are labelled by `n`, and `mul_eq_one_comm` exchanges the two factors. Positive definiteness of \(S\) is not assumed, since here it follows from orthonormality.

```lean
/-- When as many `S`-orthonormal orbitals as the space has dimensions all have occupation one, `ρ_ij
= ⟨p_i, S⁻¹ p_j⟩`. -/
theorem occupancy_complete {S : Matrix n n ℂ} {ψ : n → n → ℂ}
    (hψ : SOrthonormal S ψ) (p : ι → n → ℂ) :
    occupancy p ψ (fun _ => 1) = projOverlap S p := by
  have h : cols ψ * ((cols ψ)ᴴ * S) = 1 := mul_eq_one_comm.1 (gram_eq_one hψ)
  rw [← Matrix.mul_assoc] at h
  rw [occupancy_eq, projOverlap_eq, Matrix.inv_eq_left_inv h]
  simp
```

One particular choice of projectors makes the occupations directly visible. For \(p_i=S\psi_i\) we have \(P=S\Psi\), hence

\[
\rho=(\Psi^\dagger S\Psi)F(\Psi^\dagger S\Psi)=F,\qquad
O=\Psi^\dagger SS^{-1}S\Psi=1 .
\]

For these projectors the identity is the correct upper bound, and the eigenvalues of \(\rho\) are the occupations themselves. The proof carries out the same two regroupings.

```lean
/-- For positive definite `S`, `S`-orthonormal orbitals `ψ_i` and the projectors `p_i = S ψ_i`, the
occupancy matrix is diagonal with entries `f_i`, and the projector overlap is the identity. -/
theorem occupancy_dual {S : Matrix n n ℂ} (hS : S.PosDef) {ψ : b → n → ℂ}
    (hψ : SOrthonormal S ψ) (f : b → ℝ) :
    occupancy (fun i => S *ᵥ ψ i) ψ f = diagonal (fun k => (f k : ℂ)) ∧
      projOverlap S (fun i => S *ᵥ ψ i) = 1 := by
  have hu : IsUnit S.det := (Matrix.isUnit_iff_isUnit_det S).1 hS.isUnit
  have hc : cols (fun i => S *ᵥ ψ i) = S * cols ψ := rfl
  constructor
  · rw [occupancy_eq, hc, Matrix.conjTranspose_mul, hS.isHermitian.eq]
    calc (cols ψ)ᴴ * S * (cols ψ * diagonal (fun k => (f k : ℂ)) * (cols ψ)ᴴ) * (S * cols ψ)
        = ((cols ψ)ᴴ * S * cols ψ) * diagonal (fun k => (f k : ℂ))
            * ((cols ψ)ᴴ * S * cols ψ) := by simp only [Matrix.mul_assoc]
      _ = _ := by rw [gram_eq_one hψ, Matrix.one_mul, Matrix.mul_one]
  · rw [projOverlap_eq, hc, Matrix.conjTranspose_mul, hS.isHermitian.eq,
      Matrix.mul_assoc (cols ψ)ᴴ S S⁻¹, Matrix.mul_nonsing_inv S hu, Matrix.mul_one,
      ← Matrix.mul_assoc, gram_eq_one hψ]
```

This choice also shows that the condition on the occupations is sharp. Fix \(S\) and the orbitals, and suppose the bound holds for every family of projectors with one member per orbital. Taking \(p_i=S\psi_i\) makes \(1-F\) positive semidefinite, and a diagonal matrix has this property only if each entry \(1-f_k\) is nonnegative. The converse is the main theorem. For one particular family of projectors, the bound may still hold when some \(f_k\) exceeds one; it does so trivially when all projectors vanish.

```lean
/-- For positive definite `S` and `S`-orthonormal orbitals, the occupancy bound holds for every
choice of projectors, one per orbital, exactly when no occupation exceeds one. -/
theorem occupancy_bound_iff {S : Matrix n n ℂ} (hS : S.PosDef) {ψ : b → n → ℂ}
    (hψ : SOrthonormal S ψ) (f : b → ℝ) :
    (∀ p : b → n → ℂ, (projOverlap S p - occupancy p ψ f).PosSemidef) ↔ ∀ k, f k ≤ 1 := by
  refine ⟨fun h k => ?_, fun hf p => occupancy_bound hS hψ hf p⟩
  -- test the bound on the projectors S ψ
  have h1 := h (fun i => S *ᵥ ψ i)
  rw [(occupancy_dual hS hψ f).1, (occupancy_dual hS hψ f).2, ← diagonal_holes] at h1
  exact sub_nonneg.1 (Complex.zero_le_real.1 (Matrix.posSemidef_diagonal_iff.1 h1 k))
```

The last theorem records the example from the start. Its three parts state that \(S=1/2\) is positive definite, that \(\psi=\sqrt2\) is normalized with respect to it, and that the single entry of \(\rho\) is \(2\). The last two parts rest on \(\sqrt2\cdot\sqrt2=2\). Since one orbital fills a one-dimensional space, the equality theorem above applies, and \(O=1/S=2\) as well: the occupancy that exceeds one lies exactly on the correct bound.

```lean
/-- In one dimension with `S = 1/2`, the orbital `ψ = √2` is normalized, and with `p = 1`
and `f = 1` the occupancy is `2`. -/
theorem occupancy_two_witness :
    (diagonal (fun _ : Fin 1 => ((1 / 2 : ℝ) : ℂ))).PosDef ∧
    SOrthonormal (diagonal (fun _ : Fin 1 => ((1 / 2 : ℝ) : ℂ)))
      (fun (_ : Fin 1) (_ : Fin 1) => ((√2 : ℝ) : ℂ)) ∧
    occupancy (fun (_ : Fin 1) (_ : Fin 1) => (1 : ℂ))
      (fun (_ : Fin 1) (_ : Fin 1) => ((√2 : ℝ) : ℂ)) (fun _ => 1) 0 0 = 2 := by
  have h : ((√2 : ℝ) : ℂ) * ((√2 : ℝ) : ℂ) = 2 := by
    rw [← Complex.ofReal_mul, Real.mul_self_sqrt (by norm_num)]
    norm_num
  refine ⟨Matrix.posDef_diagonal_iff.2 fun _ => Complex.zero_lt_real.2 (by norm_num), ?_, ?_⟩
  · intro k l
    rw [if_pos (Subsingleton.elim k l)]
    simp only [dotProduct, Finset.univ_unique, Finset.sum_singleton, Pi.star_apply,
      Matrix.mulVec_diagonal, Complex.star_def, Complex.conj_ofReal]
    push_cast
    linear_combination h / 2
  · simp only [occupancy, Matrix.of_apply, dotProduct, Finset.univ_unique,
      Finset.sum_singleton, Pi.star_apply, Complex.star_def, Complex.conj_ofReal, map_one,
      Complex.ofReal_one]
    linear_combination h

end

end PAWOccupancyBound
```

```lean
#print axioms PAWOccupancyBound.channel_bound
#print axioms PAWOccupancyBound.occupancy_complete
#print axioms PAWOccupancyBound.occupancy_bound_iff
```

```
'PAWOccupancyBound.channel_bound' depends on axioms: [propext, Classical.choice, Quot.sound]
'PAWOccupancyBound.occupancy_complete' depends on axioms: [propext, Classical.choice, Quot.sound]
'PAWOccupancyBound.occupancy_bound_iff' depends on axioms: [propext, Classical.choice, Quot.sound]
```
